# Hard-hard plus soft-soft pairing has the lower total energy in the quadratic charge-transfer model at a common nonzero chemical-potential difference

## Does like hardness pair with like when the driving force is the same?

Two acids and two bases combine into two pairs. If every acid-base combination has the same nonzero chemical-potential difference, the hard-hard and soft-soft products should together lie lower in energy than the two mixed products. I know the argument from the quadratic charge-transfer energy, but I would like to see it made rigorous, with the minimisation over the transferred charge included, and checked by machine. Can this be done in Lean?

## Exchanging partners costs energy

Yes: for acid hardnesses a₁ > a₂ > 0, base hardnesses b₁ > b₂ > 0 and d ≠ 0,

E(a₁,b₁) + E(a₂,b₂) < E(a₁,b₂) + E(a₂,b₁).

Here E(a,b) is the minimum over real q of −d q + (a+b) q²/2, where q is the number of electrons passing from base to acid and d is the chemical potential of the base minus that of the acid. Completing the square gives

−d q + (a+b) q²/2 = −d²/(2(a+b)) + ((a+b)/2) (q − d/(a+b))².

Since a+b > 0, the minimum is E(a,b) = −d²/(2(a+b)), reached only at q = d/(a+b).

Let Δ be the energy of the mixed products minus that of the hard-hard and soft-soft products:

Δ = (d²/2) [1/(a₁+b₁) + 1/(a₂+b₂) − 1/(a₁+b₂) − 1/(a₂+b₁)].

With S = a₁+a₂+b₁+b₂, the first two fractions add up to S/((a₁+b₁)(a₂+b₂)) and the last two to S/((a₁+b₂)(a₂+b₁)). Over a common denominator, the difference contains

(a₁+b₂)(a₂+b₁) − (a₁+b₁)(a₂+b₂) = (a₁−a₂)(b₁−b₂),

and therefore

Δ = d² (a₁−a₂)(b₁−b₂) S / (2(a₁+b₁)(a₂+b₂)(a₁+b₂)(a₂+b₁)).

Every factor is positive, so Δ > 0.

For example, take d = 2, a₁ = 4, a₂ = 1, b₁ = 2, b₂ = 1 in consistent units. Then E = −2/(a+b), and the two totals are

hard-hard and soft-soft: −1/3 − 1 = −4/3
mixed: −2/5 − 2/3 = −16/15

The gap is 4/15. The hard-hard pair is the most weakly bound of the four; the preference concerns the sum.

### What the Lean theorems say

`transferEnergy d a b q` is the quadratic energy, with hardness taken as the full second derivative of energy with respect to electron number. `bindingEnergy d a b` is its infimum over all real `q`, and is negative when charge transfer stabilises the pair.

The main theorem, `hard_soft_acid_base`, assumes `d ≠ 0`, `a₂ < a₁`, `b₂ < b₁` and only `0 < a₂ + b₂`, which positive hardnesses satisfy. This last condition makes the softest pair, and hence every pair, resist unlimited charge transfer.

`pairing_favoured_iff` gives the exact criterion when all four total hardnesses are positive: the pairing is strictly favoured if and only if d ≠ 0 and (a₁−a₂)(b₁−b₂) > 0. `ordered_pairing_minimal` treats n acids and n bases, each listed from hard to soft, with a positive total hardness for every acid-base combination: no one-to-one pairing `σ` has a lower total energy than pairing in order.

A single d for all pairs means that the acids share one chemical potential and the bases another, which isolates the effect of hardness. In conceptual density-functional theory the result supports the hard-soft acid-base rule within this quadratic model, which omits electrostatics, orbital overlap and solvation; the empirical rule for real molecules is a broader claim.

```lean
import Mathlib

open Finset

namespace HardSoftAcidBase

noncomputable section

/-- Energy change when charge `q` flows between an acid of hardness `a` and a base of
hardness `b` whose chemical potentials differ by `d`. -/
def transferEnergy (d a b q : ℝ) : ℝ := -d * q + (a + b) * q ^ 2 / 2

/-- Binding energy of an acid-base pair: the infimum of the charge-transfer energy over all
real amounts of transferred charge. -/
def bindingEnergy (d a b : ℝ) : ℝ := ⨅ q : ℝ, transferEnergy d a b q

/-- The charge-transfer energy is a constant plus a square centred at the charge
`d / (a + b)`. -/
theorem transferEnergy_eq_square {d a b : ℝ} (h : a + b ≠ 0) (q : ℝ) :
    transferEnergy d a b q
      = -d ^ 2 / (2 * (a + b)) + (a + b) / 2 * (q - d / (a + b)) ^ 2 := by
  unfold transferEnergy
  field_simp
  ring

/-- For positive total hardness the charge-transfer energy has the least value
`-d² / (2 (a + b))`, and this value is attained. -/
theorem transferEnergy_isLeast {d a b : ℝ} (h : 0 < a + b) :
    IsLeast (Set.range (transferEnergy d a b)) (-d ^ 2 / (2 * (a + b))) := by
  constructor
  · exact ⟨d / (a + b), by rw [transferEnergy_eq_square h.ne']; simp⟩
  · rintro _ ⟨q, rfl⟩
    rw [transferEnergy_eq_square h.ne']
    have hs : 0 ≤ (a + b) / 2 * (q - d / (a + b)) ^ 2 :=
      mul_nonneg (by linarith) (sq_nonneg _)
    linarith

/-- The binding energy of a pair with positive total hardness is `-d² / (2 (a + b))`. -/
theorem bindingEnergy_eq {d a b : ℝ} (h : 0 < a + b) :
    bindingEnergy d a b = -d ^ 2 / (2 * (a + b)) :=
  (transferEnergy_isLeast h).csInf_eq

/-- The binding energy is reached at exactly one transferred charge, `q = d / (a + b)`. -/
theorem transferEnergy_eq_bindingEnergy_iff {d a b : ℝ} (h : 0 < a + b) (q : ℝ) :
    transferEnergy d a b q = bindingEnergy d a b ↔ q = d / (a + b) := by
  rw [bindingEnergy_eq h, transferEnergy_eq_square h.ne']
  constructor
  · intro hq
    have hs : (a + b) / 2 * (q - d / (a + b)) ^ 2 = 0 := by linarith
    rcases mul_eq_zero.mp hs with h0 | h0
    · exfalso
      linarith
    · exact sub_eq_zero.mp ((pow_eq_zero_iff two_ne_zero).mp h0)
  · rintro rfl
    simp

/-- Closed form of the energy needed to exchange partners, from the pairs `(a₁, b₁)`,
`(a₂, b₂)` to the pairs `(a₁, b₂)`, `(a₂, b₁)`. -/
theorem exchange_energy {d a₁ a₂ b₁ b₂ : ℝ} (h₁₁ : 0 < a₁ + b₁) (h₂₂ : 0 < a₂ + b₂)
    (h₁₂ : 0 < a₁ + b₂) (h₂₁ : 0 < a₂ + b₁) :
    (bindingEnergy d a₁ b₂ + bindingEnergy d a₂ b₁)
        - (bindingEnergy d a₁ b₁ + bindingEnergy d a₂ b₂)
      = d ^ 2 * ((a₁ - a₂) * (b₁ - b₂)) * ((a₁ + a₂ + b₁ + b₂)
          / (2 * ((a₁ + b₁) * (a₂ + b₂) * (a₁ + b₂) * (a₂ + b₁)))) := by
  rw [bindingEnergy_eq h₁₁, bindingEnergy_eq h₂₂, bindingEnergy_eq h₁₂, bindingEnergy_eq h₂₁]
  have n₁₁ := h₁₁.ne'
  have n₂₂ := h₂₂.ne'
  have n₁₂ := h₁₂.ne'
  have n₂₁ := h₂₁.ne'
  field_simp
  ring

/-- The pairs `(a₁, b₁)`, `(a₂, b₂)` are strictly lower in energy than the exchanged pairs
exactly when the chemical potentials differ and the harder acid is paired with the harder
base. -/
theorem pairing_favoured_iff {d a₁ a₂ b₁ b₂ : ℝ} (h₁₁ : 0 < a₁ + b₁) (h₂₂ : 0 < a₂ + b₂)
    (h₁₂ : 0 < a₁ + b₂) (h₂₁ : 0 < a₂ + b₁) :
    bindingEnergy d a₁ b₁ + bindingEnergy d a₂ b₂
        < bindingEnergy d a₁ b₂ + bindingEnergy d a₂ b₁
      ↔ d ≠ 0 ∧ 0 < (a₁ - a₂) * (b₁ - b₂) := by
  -- the last factor of the exchange energy is positive and drops out of the sign
  have hK : 0 < (a₁ + a₂ + b₁ + b₂)
      / (2 * ((a₁ + b₁) * (a₂ + b₂) * (a₁ + b₂) * (a₂ + b₁))) :=
    div_pos (by linarith) (mul_pos two_pos (mul_pos (mul_pos (mul_pos h₁₁ h₂₂) h₁₂) h₂₁))
  rw [← sub_pos, exchange_energy h₁₁ h₂₂ h₁₂ h₂₁, mul_pos_iff_of_pos_right hK]
  constructor
  · intro h
    have hd : d ≠ 0 := by
      intro h0
      simp [h0] at h
    have hd2 : 0 < d ^ 2 := by positivity
    exact ⟨hd, (mul_pos_iff_of_pos_left hd2).mp h⟩
  · rintro ⟨hd, h⟩
    have hd2 : 0 < d ^ 2 := by positivity
    exact mul_pos hd2 h

/-- Hard and soft acids and bases: at a common nonzero chemical-potential difference, the
hard-hard and soft-soft products together have lower energy than the two mixed products. -/
theorem hard_soft_acid_base {d a₁ a₂ b₁ b₂ : ℝ} (hd : d ≠ 0) (ha : a₂ < a₁) (hb : b₂ < b₁)
    (h : 0 < a₂ + b₂) :
    bindingEnergy d a₁ b₁ + bindingEnergy d a₂ b₂
      < bindingEnergy d a₁ b₂ + bindingEnergy d a₂ b₁ :=
  (pairing_favoured_iff (by linarith) h (by linarith) (by linarith)).mpr
    ⟨hd, mul_pos (sub_pos.mpr ha) (sub_pos.mpr hb)⟩

/-- If hardnesses or chemical potentials may coincide, pairing hard with hard and soft with
soft still never costs energy relative to the mixed products. -/
theorem exchange_le (d : ℝ) {a₁ a₂ b₁ b₂ : ℝ} (ha : a₂ ≤ a₁) (hb : b₂ ≤ b₁)
    (h : 0 < a₂ + b₂) :
    bindingEnergy d a₁ b₁ + bindingEnergy d a₂ b₂
      ≤ bindingEnergy d a₁ b₂ + bindingEnergy d a₂ b₁ := by
  have h₁₁ : 0 < a₁ + b₁ := by linarith
  have h₁₂ : 0 < a₁ + b₂ := by linarith
  have h₂₁ : 0 < a₂ + b₁ := by linarith
  rw [← sub_nonneg, exchange_energy h₁₁ h h₁₂ h₂₁]
  exact mul_nonneg
    (mul_nonneg (sq_nonneg d) (mul_nonneg (sub_nonneg.mpr ha) (sub_nonneg.mpr hb)))
    (div_nonneg (by linarith)
      (mul_pos two_pos (mul_pos (mul_pos (mul_pos h₁₁ h) h₁₂) h₂₁)).le)

/-- For `n` acids and `n` bases, both listed from hard to soft, pairing them in order gives a
total binding energy no higher than that of any other one-to-one pairing `σ`. -/
theorem ordered_pairing_minimal (d : ℝ) (n : ℕ) (a b : Fin n → ℝ) (ha : Antitone a)
    (hb : Antitone b) (h : ∀ i j, 0 < a i + b j) (σ : Equiv.Perm (Fin n)) :
    ∑ i, bindingEnergy d (a i) (b i) ≤ ∑ i, bindingEnergy d (a i) (b (σ i)) := by
  induction n with
  | zero => simp
  | succ n ih =>
    -- split the pairing into the partner `p` of the hardest acid and a pairing `e` of the rest
    obtain ⟨⟨p, e⟩, rfl⟩ := Equiv.Perm.decomposeFin.symm.surjective σ
    have ih' : ∑ i : Fin n, bindingEnergy d (a i.succ) (b i.succ)
        ≤ ∑ i : Fin n, bindingEnergy d (a i.succ) (b (e i).succ) :=
      ih (fun i => a i.succ) (fun i => b i.succ)
        (fun i j hij => ha (Fin.succ_le_succ_iff.mpr hij))
        (fun i j hij => hb (Fin.succ_le_succ_iff.mpr hij)) (fun i j => h _ _) e
    rw [Fin.sum_univ_succ, Fin.sum_univ_succ]
    simp only [Equiv.Perm.decomposeFin_symm_apply_zero,
      Equiv.Perm.decomposeFin_symm_apply_succ]
    rcases Fin.eq_zero_or_eq_succ p with rfl | ⟨k, rfl⟩
    · simp only [Equiv.swap_self, Equiv.refl_apply]
      linarith
    · -- only the acid `e.symm k`, which holds the hardest base, has to exchange its partner
      have hrest : ∑ i ∈ univ.erase (e.symm k),
            bindingEnergy d (a i.succ) (b (Equiv.swap 0 k.succ (e i).succ))
          = ∑ i ∈ univ.erase (e.symm k), bindingEnergy d (a i.succ) (b (e i).succ) := by
        refine Finset.sum_congr rfl fun i hi => ?_
        have hne : e i ≠ k := fun hk =>
          Finset.ne_of_mem_erase hi (by rw [← hk, Equiv.symm_apply_apply])
        rw [Equiv.swap_apply_of_ne_of_ne (Fin.succ_ne_zero _)
          (fun hk => hne (Fin.succ_injective _ hk))]
      have h1 := Finset.add_sum_erase univ
        (fun i => bindingEnergy d (a i.succ) (b (Equiv.swap 0 k.succ (e i).succ)))
        (Finset.mem_univ (e.symm k))
      have h2 := Finset.add_sum_erase univ
        (fun i => bindingEnergy d (a i.succ) (b (e i).succ)) (Finset.mem_univ (e.symm k))
      simp only [Equiv.apply_symm_apply, Equiv.swap_apply_right] at h1 h2
      have hx := exchange_le d (ha (Fin.zero_le (e.symm k).succ)) (hb (Fin.zero_le k.succ))
        (h _ _)
      linarith

end

end HardSoftAcidBase
```

```lean
#print axioms HardSoftAcidBase.transferEnergy_eq_bindingEnergy_iff
#print axioms HardSoftAcidBase.hard_soft_acid_base
#print axioms HardSoftAcidBase.ordered_pairing_minimal
```

```
'HardSoftAcidBase.transferEnergy_eq_bindingEnergy_iff' depends on axioms: [propext, Classical.choice, Quot.sound]
'HardSoftAcidBase.hard_soft_acid_base' depends on axioms: [propext, Classical.choice, Quot.sound]
'HardSoftAcidBase.ordered_pairing_minimal' depends on axioms: [propext, Classical.choice, Quot.sound]
```

### How the proof follows the algebra

`transferEnergy_eq_square` completes the square. `transferEnergy_isLeast` shows that the minimum is attained and is a lower bound, from which `bindingEnergy_eq` identifies the infimum. `transferEnergy_eq_bindingEnergy_iff` gives the unique optimal charge.

`exchange_energy` is the formula for Δ: `field_simp` clears the denominators and `ring` checks the remaining identity. `pairing_favoured_iff` removes the positive last factor and reads off the sign; the main theorem then follows, with `linarith` supplying the other positive sums. `exchange_le` is the version that allows equal hardnesses and d = 0, still assuming `0 < a₂ + b₂`.

For n pairs the proof is by induction. `decomposeFin` splits `σ` into the partner `p` of the hardest acid, index 0, and a permutation `e` of the rest. If `p` is base 0, the induction hypothesis suffices. Otherwise `p = k.succ`, and acid `(e.symm k).succ` holds base 0. Exchanging these two partners does not raise the energy, by `exchange_le`, and the induction hypothesis handles the remaining acids and bases.
